# Averaging over random polarization phases gives the helicity sum

For complex helicity amplitudes a and b and a phase φ uniform on [0, 2π], the squared amplitude

X(φ) = |e^{iφ}a + e^{−iφ}b|²

has mean |a|² + |b|² and variance 2|a|²|b|². With an independent phase for each of n external legs, the mean is the helicity sum, that is, the sum of the squared amplitudes of all 2ⁿ helicity configurations. In a Monte Carlo calculation at fixed momenta, with two helicity states per leg, independent uniform phases therefore give an unbiased estimate of the helicity sum.

## Phases, intensities and legs

The amplitudes are arbitrary given complex numbers; no Feynman rules enter.

```lean
import Mathlib

open scoped Real ComplexConjugate

namespace RandomPolarizationPhases

noncomputable section
```

`phaseMean` is the integral over [0, 2π] divided by 2π.

```lean
/-- The average of an observable over a phase uniform on `[0, 2π]`. -/
def phaseMean (f : ℝ → ℝ) : ℝ := (∫ φ in (0 : ℝ)..(2 * π), f φ) / (2 * π)
```

`phaseVariance` is the mean squared deviation from that mean.

```lean
/-- The variance of an observable under a phase uniform on `[0, 2π]`. -/
def phaseVariance (f : ℝ → ℝ) : ℝ := phaseMean fun φ => (f φ - phaseMean f) ^ 2
```

`intensity a b φ` is X(φ). The superposed polarization has squared norm 2. A unit polarization would carry a factor 1/√2, giving mean (|a|² + |b|²)/2 and variance |a|²|b|²/2.

```lean
/-- The squared amplitude for a polarization that superposes the two helicities
with opposite phases `φ` and `-φ`. -/
def intensity (a b : ℂ) (φ : ℝ) : ℝ :=
  ‖Complex.exp ((φ : ℂ) * Complex.I) * a + Complex.exp (-(φ : ℂ) * Complex.I) * b‖ ^ 2
```

For n legs, a configuration is a function `Fin n → Bool`, with `true` for the helicity multiplied by e^{iφ} and `false` for the other. `M` assigns an amplitude to each configuration. Independence of the phases is expressed by nested averages, one per leg.

```lean
/-- The squared amplitude of a process with `n` external legs, averaged over an independent
random polarization phase for each leg, one leg after another. -/
def multiLegMean : (n : ℕ) → ((Fin n → Bool) → ℂ) → ℝ
  | 0, M => ‖M ![]‖ ^ 2
  | n + 1, M => phaseMean fun φ => multiLegMean n fun h =>
      Complex.exp ((φ : ℂ) * Complex.I) * M (Matrix.vecCons true h)
        + Complex.exp (-(φ : ℂ) * Complex.I) * M (Matrix.vecCons false h)
```

## (a) The average of a harmonic

**Show that A + B cos kφ + C sin kφ averages to A for every positive integer k.**

An antiderivative is

F(φ) = Aφ + (B/k) sin kφ − (C/k) cos kφ.

The sine and cosine terms take equal values at 0 and 2π, so F(2π) − F(0) = 2πA. Dividing by 2π gives A. The code verifies the derivative (`hd`), then applies the fundamental theorem of calculus (`hI`).

The condition k ≠ 0 is needed: for k = 0, A = 0, B = 1, the function is constantly 1, and its average is 1 instead of 0.

```lean
/-- A constant plus an oscillation of nonzero integer frequency averages to the constant. -/
theorem phaseMean_harmonic (k : ℕ) (hk : k ≠ 0) (A B C : ℝ) :
    phaseMean (fun φ => A + B * Real.cos (k * φ) + C * Real.sin (k * φ)) = A := by
  have hk' : (k : ℝ) ≠ 0 := Nat.cast_ne_zero.mpr hk
  have hB : B / k * k = B := div_mul_cancel₀ B hk'
  have hC : C / k * k = C := div_mul_cancel₀ C hk'
  have hs : Real.sin (k * (2 * π)) = 0 := by
    have h : (k : ℝ) * (2 * π) = ((2 * k : ℕ) : ℝ) * π := by push_cast; ring
    rw [h, Real.sin_nat_mul_pi]
  have hc : Real.cos (k * (2 * π)) = 1 := Real.cos_nat_mul_two_pi k
  -- an explicit antiderivative
  have hd : ∀ x : ℝ, HasDerivAt
      (fun y : ℝ => A * y + B / k * Real.sin (k * y) - C / k * Real.cos (k * y))
      (A + B * Real.cos (k * x) + C * Real.sin (k * x)) x := by
    intro x
    have hl : HasDerivAt (fun y : ℝ => (k : ℝ) * y) (k : ℝ) x :=
      ((hasDerivAt_id' x).const_mul (k : ℝ)).congr_deriv (mul_one _)
    refine ((((hasDerivAt_id' x).const_mul A).fun_add
      (hl.sin.const_mul (B / k))).fun_sub (hl.cos.const_mul (C / k))).congr_deriv ?_
    linear_combination Real.cos (k * x) * hB + Real.sin (k * x) * hC
  have hI : (∫ φ in (0 : ℝ)..(2 * π),
      (A + B * Real.cos (k * φ) + C * Real.sin (k * φ))) = A * (2 * π) := by
    rw [intervalIntegral.integral_eq_sub_of_hasDerivAt (fun x _ => hd x)
      (Continuous.intervalIntegrable (by fun_prop) _ _)]
    simp only [hs, hc, mul_zero, Real.sin_zero, Real.cos_zero]
    ring
  unfold phaseMean
  rw [hI]
  exact mul_div_cancel_right₀ A (by positivity)
```

## (b) Interference at twice the phase

**Expand X(φ).**

Write ab* = p + iq with p and q real. Then

X(φ) = |a|² + |b|² + 2 Re(e^{2iφ}ab*)
= |a|² + |b|² + 2(p cos 2φ − q sin 2φ).

The proof expands real and imaginary parts, then uses the double-angle formulas and sin²φ + cos²φ = 1.

```lean
/-- The squared amplitude is the helicity sum plus an interference term that oscillates
at twice the polarization phase. -/
theorem intensity_eq (a b : ℂ) (φ : ℝ) :
    intensity a b φ = ‖a‖ ^ 2 + ‖b‖ ^ 2
      + 2 * ((a * conj b).re * Real.cos (2 * φ) - (a * conj b).im * Real.sin (2 * φ)) := by
  have hr : (Complex.exp (-(φ : ℂ) * Complex.I)).re = Real.cos φ := by
    rw [← Complex.ofReal_neg, Complex.exp_ofReal_mul_I_re, Real.cos_neg]
  have hi : (Complex.exp (-(φ : ℂ) * Complex.I)).im = -Real.sin φ := by
    rw [← Complex.ofReal_neg, Complex.exp_ofReal_mul_I_im, Real.sin_neg]
  unfold intensity
  rw [Real.cos_two_mul, Real.sin_two_mul, Complex.sq_norm, Complex.sq_norm, Complex.sq_norm,
    Complex.normSq_apply, Complex.normSq_apply, Complex.normSq_apply]
  simp only [Complex.add_re, Complex.add_im, Complex.mul_re (Complex.exp _),
    Complex.mul_im (Complex.exp _), hr, hi, Complex.exp_ofReal_mul_I_re,
    Complex.exp_ofReal_mul_I_im, Complex.mul_re a, Complex.mul_im a,
    Complex.conj_re, Complex.conj_im]
  linear_combination (a.re * a.re + a.im * a.im + b.re * b.re + b.im * b.im
    - 2 * (a.re * b.re + a.im * b.im)) * Real.sin_sq_add_cos_sq φ
```

## (c) The mean

**Find the mean of X.**

Part (b) has the form of part (a) with k = 2, A = |a|² + |b|², B = 2p and C = −2q. The mean is A.

```lean
/-- The average over a random polarization phase equals the sum over the two helicities. -/
theorem mean_intensity (a b : ℂ) : phaseMean (intensity a b) = ‖a‖ ^ 2 + ‖b‖ ^ 2 := by
  have h : intensity a b = fun φ => (‖a‖ ^ 2 + ‖b‖ ^ 2)
      + (2 * (a * conj b).re) * Real.cos ((2 : ℕ) * φ)
      + (-2 * (a * conj b).im) * Real.sin ((2 : ℕ) * φ) := by
    funext φ
    rw [intensity_eq]
    push_cast
    ring
  rw [h]
  exact phaseMean_harmonic 2 (by norm_num) _ _ _
```

## (d) The variance

**Find the variance of X.**

The squared deviation from the mean is

4(p cos 2φ − q sin 2φ)²
= 2(p² + q²) + 2(p² − q²) cos 4φ − 4pq sin 4φ.

Part (a) with k = 4 leaves 2(p² + q²). Since p² + q² = |ab*|² = |a|²|b|² (`hpq`), the variance is 2|a|²|b|².

```lean
/-- The variance of the squared amplitude under a random polarization phase is twice the
product of the two helicity intensities. -/
theorem variance_intensity (a b : ℂ) :
    phaseVariance (intensity a b) = 2 * ‖a‖ ^ 2 * ‖b‖ ^ 2 := by
  have hpq : (a * conj b).re ^ 2 + (a * conj b).im ^ 2 = ‖a‖ ^ 2 * ‖b‖ ^ 2 := by
    simp only [Complex.sq_norm, Complex.normSq_apply, Complex.mul_re, Complex.mul_im,
      Complex.conj_re, Complex.conj_im]
    ring
  unfold phaseVariance
  rw [mean_intensity]
  -- the squared interference term is a constant plus a fourth harmonic
  have h : (fun φ => (intensity a b φ - (‖a‖ ^ 2 + ‖b‖ ^ 2)) ^ 2) = fun φ =>
      2 * ((a * conj b).re ^ 2 + (a * conj b).im ^ 2)
      + (2 * ((a * conj b).re ^ 2 - (a * conj b).im ^ 2)) * Real.cos ((4 : ℕ) * φ)
      + (-4 * (a * conj b).re * (a * conj b).im) * Real.sin ((4 : ℕ) * φ) := by
    funext φ
    have h4 : ((4 : ℕ) : ℝ) * φ = 2 * (2 * φ) := by push_cast; ring
    rw [intensity_eq, h4, Real.cos_two_mul (2 * φ), Real.sin_two_mul (2 * φ)]
    linear_combination 4 * (a * conj b).im ^ 2 * Real.sin_sq_add_cos_sq (2 * φ)
  rw [h, phaseMean_harmonic 4 (by norm_num), hpq]
  ring
```

## (e) A bound on the noise

**Show that the variance is at most half the squared mean.**

The difference is

(|a|² + |b|²)²/2 − 2|a|²|b|² = (|a|² − |b|²)²/2 ≥ 0.

This square is the hint passed to `nlinarith`.

```lean
/-- The variance is at most half the square of the mean. -/
theorem variance_le (a b : ℂ) :
    phaseVariance (intensity a b) ≤ phaseMean (intensity a b) ^ 2 / 2 := by
  rw [variance_intensity, mean_intensity]
  nlinarith [sq_nonneg (‖a‖ ^ 2 - ‖b‖ ^ 2)]
```

## (f) Maximal relative noise

**When is the bound attained?**

The difference in (e) vanishes exactly when |a|² = |b|². As moduli are nonnegative, this means |a| = |b|.

```lean
/-- The variance equals half the square of the mean exactly when the two helicity
amplitudes have equal modulus. -/
theorem variance_eq_max_iff (a b : ℂ) :
    phaseVariance (intensity a b) = phaseMean (intensity a b) ^ 2 / 2 ↔ ‖a‖ = ‖b‖ := by
  rw [variance_intensity, mean_intensity]
  constructor
  · intro h
    have h0 : (‖a‖ ^ 2 - ‖b‖ ^ 2) ^ 2 = 0 := by linear_combination -2 * h
    have h1 : ‖a‖ ^ 2 = ‖b‖ ^ 2 := sub_eq_zero.mp (pow_eq_zero_iff two_ne_zero |>.mp h0)
    exact (sq_eq_sq₀ (norm_nonneg a) (norm_nonneg b)).mp h1
  · intro h
    rw [h]
    ring
```

## (g) Zero noise

**When does the variance vanish?**

The product 2|a|²|b|² is zero exactly when a = 0 or b = 0: with at most one helicity contributing, nothing interferes.

```lean
/-- The variance vanishes exactly when one of the two helicity amplitudes vanishes. -/
theorem variance_eq_zero_iff (a b : ℂ) :
    phaseVariance (intensity a b) = 0 ↔ a = 0 ∨ b = 0 := by
  rw [variance_intensity]
  simp
```

## (h) Splitting off the first leg

**Split a sum over configurations of n + 1 legs.**

Each configuration is a first helicity followed by a configuration h of the other n legs, so

Σ_g f(g) = Σ_h [f(+, h) + f(−, h)].

In Lean, `Fin.consEquiv` supplies this one-to-one correspondence.

```lean
/-- A sum over the helicities of `n + 1` legs splits into the two helicities of the first
leg and a sum over the remaining ones. -/
theorem sum_first_leg (n : ℕ) (f : (Fin (n + 1) → Bool) → ℝ) :
    ∑ g, f g = ∑ h : Fin n → Bool,
      (f (Matrix.vecCons true h) + f (Matrix.vecCons false h)) := by
  have key : ∑ p : Bool × (Fin n → Bool), f (Matrix.vecCons p.1 p.2) = ∑ g, f g :=
    Equiv.sum_comp (Fin.consEquiv (fun _ : Fin (n + 1) => Bool)) f
  rw [← key, Fintype.sum_prod_type, Fintype.sum_bool, Finset.sum_add_distrib]
```

## (i) Any number of legs

**Show that the n-leg average is Σ_h |M(h)|².**

Use induction on n. For n = 0 there is one empty configuration, and both sides equal its squared amplitude. For n + 1 legs, fix the first phase φ. By the induction hypothesis, averaging over the others gives

Σ_h |e^{iφ}M(+, h) + e^{−iφ}M(−, h)|².

The sum is finite and its terms are continuous, so it may be exchanged with the average over φ (`hsum`). Part (c) turns each term into |M(+, h)|² + |M(−, h)|², and (h) reassembles the full sum.

Independence matters. Take two legs with M(+, −) = M(−, +) = 1 and the other amplitudes zero. With one shared phase, the exponentials cancel and the squared amplitude is always 4, while the helicity sum is 2.

The theorem gives the n-leg mean; the variance formula in (d) is for a single leg.

```lean
/-- For any number of external legs, averaging over independent polarization phases gives
the sum of squared amplitudes over all helicity configurations. -/
theorem multiLegMean_eq_helicity_sum (n : ℕ) (M : (Fin n → Bool) → ℂ) :
    multiLegMean n M = ∑ h, ‖M h‖ ^ 2 := by
  induction n with
  | zero =>
    rw [Fintype.sum_subsingleton _ (![] : Fin 0 → Bool)]
    rfl
  | succ n ih =>
    simp only [multiLegMean, ih]
    rw [sum_first_leg]
    change phaseMean (fun φ => ∑ h : Fin n → Bool,
      intensity (M (Matrix.vecCons true h)) (M (Matrix.vecCons false h)) φ) = _
    -- exchange the finite helicity sum with the phase average of the first leg
    have hsum : phaseMean (fun φ => ∑ h : Fin n → Bool,
        intensity (M (Matrix.vecCons true h)) (M (Matrix.vecCons false h)) φ)
        = ∑ h : Fin n → Bool, phaseMean
          (intensity (M (Matrix.vecCons true h)) (M (Matrix.vecCons false h))) := by
      unfold phaseMean
      rw [intervalIntegral.integral_finsetSum, Finset.sum_div]
      intro h _
      apply Continuous.intervalIntegrable
      unfold intensity
      fun_prop
    rw [hsum]
    exact Finset.sum_congr rfl fun h _ => mean_intensity _ _

end

end RandomPolarizationPhases
```

```lean
#print axioms RandomPolarizationPhases.variance_le
#print axioms RandomPolarizationPhases.variance_eq_max_iff
#print axioms RandomPolarizationPhases.variance_eq_zero_iff
#print axioms RandomPolarizationPhases.multiLegMean_eq_helicity_sum
```

```
'RandomPolarizationPhases.variance_le' depends on axioms: [propext, Classical.choice, Quot.sound]
'RandomPolarizationPhases.variance_eq_max_iff' depends on axioms: [propext, Classical.choice, Quot.sound]
'RandomPolarizationPhases.variance_eq_zero_iff' depends on axioms: [propext, Classical.choice, Quot.sound]
'RandomPolarizationPhases.multiLegMean_eq_helicity_sum' depends on axioms: [propext, Classical.choice, Quot.sound]
```
